# Second-order matrix elements of a planar rotor in the field cos x

## Rotor, field and units

A rigid rotor turning in a plane has angle $x$ and, with energies in units of $\hbar^2/2I$ ($I$ is the moment of inertia), the Hamiltonian $H_0=-d^2/dx^2$. Its states $w_k(x)=e^{ikx}$, with integer $k$, have energy $k^2$. They are normalised under the period mean

$$\langle g\rangle=\frac1{2\pi}\int_0^{2\pi}g(x)\,dx .$$

The rotor is taken to carry a permanent electric dipole $\mu$ in the plane of rotation, and its polarisability is neglected. A uniform electric field $F$ in the same plane then adds $\lambda\cos x$, where $x$ is the angle from the field to the dipole and $\lambda=-2I\mu F/\hbar^2$ is taken to be small. To first order in $\lambda$, the state $w_m$ acquires the correction $\lambda f_m$, and a combination of $w_m$ and $w_{-m}$ acquires the same combination of their corrections. Since $\cos x$ has no matrix elements within the level $m^2$, there is no first-order energy, and the correction obeys

$$-f_m''-m^2f_m=-\cos x\,e^{imx}.$$

## Response and matrix elements

For every integer $m$, `rotor_field_response` states that this equation is solved by

$$f_m=\frac12\left(\frac{e^{i(m-1)x}}{2m-1}-\frac{e^{i(m+1)x}}{2m+1}\right),$$

and that, with $S_{km}=\langle e^{-ikx}\cos x\,f_m\rangle$,

$$S_{mm}=\frac1{2(4m^2-1)}.$$

In Lean, `wave k` is $w_k$, `periodMean` is the mean, `response m` is $f_m$ and `secondOrder k m` is $S_{km}$. The angle is a real number, and the integer index makes the functions periodic.

Because $m$ and $-m$ are degenerate, $S_{mm}$ alone need not be an energy coefficient. Two further theorems treat the coupling: `opposite_uncoupled` gives $S_{-m,m}=0$ unless $m\in\{0,1,-1\}$, and `doublet_splitting` gives the eigenvectors for $m=\pm1$.

Degenerate perturbation theory reads the eigenvalues within a level as coefficients of $\lambda^2$ in the energy: the quadratic Stark effect of a single rigid planar rotor in a weak field. That reading is the physical interpretation; the file proves the differential equation and the matrix algebra, not the convergence of a series in $\lambda$.

## Raising and lowering the angular momentum

Applying $-d^2/dx^2-m^2$ to $w_{m-1}$ multiplies it by $(m-1)^2-m^2=-(2m-1)$; for $w_{m+1}$ the factor is $2m+1$. Both are odd, hence nonzero, and they cancel the denominators of $f_m$:

$$-f_m''-m^2f_m=-\tfrac12(w_{m-1}+w_{m+1})=-\cos x\,w_m .$$

The last step uses $\cos x\,w_k=\frac12(w_{k+1}+w_{k-1})$. Using it again,

$$\cos x\,f_m=\frac14\left(\frac{w_m+w_{m-2}}{2m-1}-\frac{w_{m+2}+w_m}{2m+1}\right).$$

For $j\ne k$ the mean of $e^{i(j-k)x}$ is $(e^{2\pi i(j-k)}-1)/(2\pi i(j-k))=0$; for $j=k$ it is 1. Projection on $w_k$ therefore gives

$$S_{km}=\frac14\left(\frac{\delta_{k,m}+\delta_{k,m-2}}{2m-1}-\frac{\delta_{k,m+2}+\delta_{k,m}}{2m+1}\right).$$

Setting $k=m$ leaves

$$S_{mm}=\frac14\left(\frac1{2m-1}-\frac1{2m+1}\right)=\frac1{2(4m^2-1)}.$$

## The doublet m = ±1

For $k=-m$, a Kronecker delta survives only if $m=0$, $1$ or $-1$. At $m=0$ this is the diagonal element $-1/2$ of a nondegenerate state. In the basis $w_1,w_{-1}$ the matrix is

$$\begin{pmatrix}1/6&1/4\\1/4&1/6\end{pmatrix}.$$

The vectors $(1,1)$ and $(1,-1)$ have eigenvalues $5/12$ and $-1/12$. Divided by $\sqrt2$, they represent the normalised states $\sqrt2\cos x$ and $i\sqrt2\sin x$.

## The field cos nx

For a field $\cos nx$ with positive integer $n$ and $2m\ne\pm n$, the same argument shifts the index by $n$ and gives the diagonal element $1/(2(4m^2-n^2))$. If $2m=\pm n$, the field already couples $m$ and $-m$ in first order.

## The calculation in Lean

```lean
import Mathlib

open Complex Matrix

namespace PlanarRotorField

noncomputable section

/-- The rotor state `exp(ikx)` with integer angular momentum `k`. -/
def wave (k : ℤ) (x : ℝ) : ℂ := Complex.exp (I * (k : ℂ) * (x : ℂ))

/-- The mean of a function of the angle over the period `[0, 2π]`. -/
def periodMean (g : ℝ → ℂ) : ℂ :=
  (∫ x in (0 : ℝ)..(2 * Real.pi), g x) / (2 * (Real.pi : ℂ))

/-- The first-order response of the state `exp(imx)` to the field `cos x`. -/
def response (m : ℤ) (x : ℝ) : ℂ :=
  (wave (m - 1) x / (2 * (m : ℂ) - 1) - wave (m + 1) x / (2 * (m : ℂ) + 1)) / 2

/-- The angular derivative of the first-order response, in closed form. -/
def responseSlope (m : ℤ) (x : ℝ) : ℂ :=
  I * (((m : ℂ) - 1) * wave (m - 1) x / (2 * (m : ℂ) - 1)
    - ((m : ℂ) + 1) * wave (m + 1) x / (2 * (m : ℂ) + 1)) / 2

/-- The second-order matrix element: the mean of `exp(-ikx) cos x` times the
first-order response of `exp(imx)`. -/
def secondOrder (k m : ℤ) : ℂ :=
  periodMean (fun x => wave (-k) x * ((Real.cos x : ℂ) * response m x))

/-- The product of two rotor states is the state with the summed angular momentum. -/
theorem wave_mul (j k : ℤ) (x : ℝ) : wave j x * wave k x = wave (j + k) x := by
  unfold wave
  rw [← Complex.exp_add]
  congr 1
  push_cast
  ring

/-- Differentiating `exp(ikx)` with respect to the angle multiplies it by `ik`. -/
theorem wave_hasDerivAt (k : ℤ) (x : ℝ) :
    HasDerivAt (wave k) (I * (k : ℂ) * wave k x) x := by
  have h : HasDerivAt (fun y : ℝ => I * (k : ℂ) * (y : ℂ)) (I * (k : ℂ)) x :=
    (((hasDerivAt_id x).ofReal_comp).const_mul (I * (k : ℂ))).congr_deriv (by simp)
  exact h.cexp.congr_deriv (by unfold wave; ring)

/-- The field `cos x` changes the angular momentum by one unit up or down,
with equal amplitudes. -/
theorem cos_mul_wave (k : ℤ) (x : ℝ) :
    (Real.cos x : ℂ) * wave k x = (wave (k + 1) x + wave (k - 1) x) / 2 := by
  have h1 : wave 1 x = Complex.exp ((x : ℂ) * I) := by
    unfold wave
    congr 1
    push_cast
    ring
  have h2 : wave (-1) x = Complex.exp (-(x : ℂ) * I) := by
    unfold wave
    congr 1
    push_cast
    ring
  have hc : (Real.cos x : ℂ) = (wave 1 x + wave (-1) x) / 2 := by
    rw [h1, h2, Complex.ofReal_cos, Complex.cos]
  rw [hc, show k + 1 = 1 + k by ring, show k - 1 = -1 + k by ring,
    ← wave_mul, ← wave_mul]
  ring

/-- The rotor states are orthonormal with respect to the mean over a period. -/
theorem wave_overlap (k j : ℤ) :
    periodMean (fun x => wave (-k) x * wave j x) = if k = j then 1 else 0 := by
  by_cases h : k = j
  · subst h
    have e : (fun x => wave (-k) x * wave k x) = fun _ => (1 : ℂ) := by
      funext x
      rw [wave_mul]
      simp [wave]
    have hp : (Real.pi : ℂ) ≠ 0 := Complex.ofReal_ne_zero.2 Real.pi_ne_zero
    rw [if_pos rfl, e]
    simp only [periodMean, intervalIntegral.integral_const, sub_zero,
      Complex.real_smul, mul_one]
    push_cast
    exact div_self (mul_ne_zero two_ne_zero hp)
  · have hc : I * ((-k + j : ℤ) : ℂ) ≠ 0 :=
      mul_ne_zero I_ne_zero (Int.cast_ne_zero.2 (by omega))
    -- the exponential returns to its initial value after a full turn
    have e : Complex.exp (I * ((-k + j : ℤ) : ℂ) * ((2 * Real.pi : ℝ) : ℂ)) = 1 :=
      Complex.exp_eq_one_iff.2 ⟨-k + j, by push_cast; ring⟩
    rw [if_neg h]
    simp only [periodMean, wave_mul]
    simp only [wave]
    rw [integral_exp_mul_complex hc, e]
    simp

/-- The period mean is linear on continuous functions. -/
theorem periodMean_linear (a b : ℂ) {f g : ℝ → ℂ} (hf : Continuous f)
    (hg : Continuous g) :
    periodMean (fun x => a * f x + b * g x) = a * periodMean f + b * periodMean g := by
  simp only [periodMean]
  have h1 : IntervalIntegrable (fun x => a * f x) MeasureTheory.volume 0
      (2 * Real.pi) := (continuous_const.mul hf).intervalIntegrable _ _
  have h2 : IntervalIntegrable (fun x => b * g x) MeasureTheory.volume 0
      (2 * Real.pi) := (continuous_const.mul hg).intervalIntegrable _ _
  rw [intervalIntegral.integral_add h1 h2,
    intervalIntegral.integral_const_mul, intervalIntegral.integral_const_mul]
  ring

/-- The response is twice differentiable, with second derivative
`cos x exp(imx) - m² f`. -/
theorem response_derivatives (m : ℤ) (x : ℝ) :
    HasDerivAt (response m) (responseSlope m x) x ∧
    HasDerivAt (responseSlope m)
      ((Real.cos x : ℂ) * wave m x - (m : ℂ) ^ 2 * response m x) x := by
  have d1 := wave_hasDerivAt (m - 1) x
  have d2 := wave_hasDerivAt (m + 1) x
  constructor
  · have h := ((d1.div_const (2 * (m : ℂ) - 1)).fun_sub
      (d2.div_const (2 * (m : ℂ) + 1))).div_const 2
    exact h.congr_deriv (by unfold responseSlope; push_cast; ring)
  · have h := ((((d1.const_mul ((m : ℂ) - 1)).div_const (2 * (m : ℂ) - 1)).fun_sub
      ((d2.const_mul ((m : ℂ) + 1)).div_const (2 * (m : ℂ) + 1))).const_mul I).div_const 2
    refine h.congr_deriv ?_
    -- the denominators are odd integers
    have hA : (2 * (m : ℂ) - 1) ≠ 0 := by
      exact_mod_cast (by omega : 2 * m - 1 ≠ 0)
    have hB : (2 * (m : ℂ) + 1) ≠ 0 := by
      exact_mod_cast (by omega : 2 * m + 1 ≠ 0)
    have iA := mul_inv_cancel₀ hA
    have iB := mul_inv_cancel₀ hB
    rw [cos_mul_wave]
    unfold response
    push_cast
    linear_combination
      (((m : ℂ) - 1) ^ 2 * wave (m - 1) x / (2 * (m : ℂ) - 1)
        - ((m : ℂ) + 1) ^ 2 * wave (m + 1) x / (2 * (m : ℂ) + 1)) / 2 * I_sq
      + wave (m - 1) x / 2 * iA + wave (m + 1) x / 2 * iB

/-- The second-order matrix elements in closed form: they connect only angular
momenta that are equal or differ by two. -/
theorem secondOrder_eq (k m : ℤ) :
    secondOrder k m =
      (((if k = m then 1 else 0) + (if k = m - 2 then 1 else 0)) / (2 * (m : ℂ) - 1)
      - ((if k = m + 2 then 1 else 0) + (if k = m then 1 else 0)) / (2 * (m : ℂ) + 1))
        / 4 := by
  have hw : ∀ j, Continuous (wave j) := fun j =>
    continuous_iff_continuousAt.2 fun x => (wave_hasDerivAt j x).continuousAt
  have hc : ∀ j, Continuous (fun x => wave (-k) x * wave j x) :=
    fun j => (hw _).mul (hw j)
  have hs : ∀ i j, Continuous (fun x =>
      1 * (wave (-k) x * wave i x) + 1 * (wave (-k) x * wave j x)) :=
    fun i j => (continuous_const.mul (hc i)).add (continuous_const.mul (hc j))
  -- expand the integrand in products of rotor states
  have e : (fun x => wave (-k) x * ((Real.cos x : ℂ) * response m x)) = fun x =>
      (1 / (2 * (m : ℂ) - 1) / 4) *
        (1 * (wave (-k) x * wave m x) + 1 * (wave (-k) x * wave (m - 2) x))
      + (-1 / (2 * (m : ℂ) + 1) / 4) *
        (1 * (wave (-k) x * wave (m + 2) x) + 1 * (wave (-k) x * wave m x)) := by
    funext x
    have h1 := cos_mul_wave (m - 1) x
    have h2 := cos_mul_wave (m + 1) x
    rw [show m - 1 + 1 = m by ring, show m - 1 - 1 = m - 2 by ring] at h1
    rw [show m + 1 + 1 = m + 2 by ring, show m + 1 - 1 = m by ring] at h2
    unfold response
    linear_combination wave (-k) x / (2 * (m : ℂ) - 1) / 2 * h1
      - wave (-k) x / (2 * (m : ℂ) + 1) / 2 * h2
  rw [secondOrder, e, periodMean_linear _ _ (hs m (m - 2)) (hs (m + 2) m),
    periodMean_linear 1 1 (hc m) (hc (m - 2)),
    periodMean_linear 1 1 (hc (m + 2)) (hc m)]
  simp only [wave_overlap]
  ring

/-- The response `f` solves `-f'' - m² f = -cos x exp(imx)`, and the mean of
`exp(-imx) cos x f` over a period is `1/(2(4m² - 1))`. -/
theorem rotor_field_response (m : ℤ) :
    (∀ x : ℝ, -deriv (deriv (response m)) x - (m : ℂ) ^ 2 * response m x
      = -((Real.cos x : ℂ) * wave m x)) ∧
    periodMean (fun x => wave (-m) x * ((Real.cos x : ℂ) * response m x))
      = 1 / (2 * (4 * (m : ℂ) ^ 2 - 1)) := by
  constructor
  · intro x
    have h : deriv (response m) = responseSlope m :=
      funext fun y => (response_derivatives m y).1.deriv
    rw [h, (response_derivatives m x).2.deriv]
    ring
  · have hA : (2 * (m : ℂ) - 1) ≠ 0 := by
      exact_mod_cast (by omega : 2 * m - 1 ≠ 0)
    have hB : (2 * (m : ℂ) + 1) ≠ 0 := by
      exact_mod_cast (by omega : 2 * m + 1 ≠ 0)
    have hD : 2 * (4 * (m : ℂ) ^ 2 - 1) ≠ 0 := by
      rw [show 4 * (m : ℂ) ^ 2 - 1 = (2 * (m : ℂ) - 1) * (2 * (m : ℂ) + 1) by ring]
      exact mul_ne_zero two_ne_zero (mul_ne_zero hA hB)
    change secondOrder m m = _
    rw [secondOrder_eq, if_pos (rfl : m = m), if_neg (by omega : ¬ m = m - 2),
      if_neg (by omega : ¬ m = m + 2), div_sub_div _ _ hA hB, div_div,
      div_eq_div_iff
        (mul_ne_zero (mul_ne_zero hA hB) (by norm_num : (4 : ℂ) ≠ 0)) hD]
    ring

/-- The degenerate states `exp(imx)` and `exp(-imx)` are not coupled in second order
when `m` differs from `0`, `1` and `-1`. -/
theorem opposite_uncoupled (m : ℤ) (h0 : m ≠ 0) (h1 : m ≠ 1) (h2 : m ≠ -1) :
    secondOrder (-m) m = 0 := by
  rw [secondOrder_eq, if_neg (by omega : ¬ -m = m), if_neg (by omega : ¬ -m = m - 2),
    if_neg (by omega : ¬ -m = m + 2)]
  simp

/-- In the degenerate pair `m = 1, -1` the second-order matrix has the even combination
as eigenvector with eigenvalue `5/12` and the odd one with eigenvalue `-1/12`. -/
theorem doublet_splitting :
    !![secondOrder 1 1, secondOrder 1 (-1); secondOrder (-1) 1, secondOrder (-1) (-1)]
      *ᵥ ![1, 1] = (5 / 12 : ℂ) • ![1, 1] ∧
    !![secondOrder 1 1, secondOrder 1 (-1); secondOrder (-1) 1, secondOrder (-1) (-1)]
      *ᵥ ![1, -1] = (-1 / 12 : ℂ) • ![1, -1] := by
  have a : secondOrder 1 1 = 1 / 6 := by rw [secondOrder_eq]; norm_num
  have b : secondOrder 1 (-1) = 1 / 4 := by rw [secondOrder_eq]; norm_num
  have c : secondOrder (-1) 1 = 1 / 4 := by rw [secondOrder_eq]; norm_num
  have d : secondOrder (-1) (-1) = 1 / 6 := by rw [secondOrder_eq]; norm_num
  rw [a, b, c, d]
  constructor <;> funext i <;> fin_cases i <;>
    norm_num [Matrix.mulVec, dotProduct, Fin.sum_univ_two]

end

end PlanarRotorField
```

```lean
#print axioms PlanarRotorField.secondOrder_eq
#print axioms PlanarRotorField.rotor_field_response
#print axioms PlanarRotorField.opposite_uncoupled
#print axioms PlanarRotorField.doublet_splitting
```

```
'PlanarRotorField.secondOrder_eq' depends on axioms: [propext, Classical.choice, Quot.sound]
'PlanarRotorField.rotor_field_response' depends on axioms: [propext, Classical.choice, Quot.sound]
'PlanarRotorField.opposite_uncoupled' depends on axioms: [propext, Classical.choice, Quot.sound]
'PlanarRotorField.doublet_splitting' depends on axioms: [propext, Classical.choice, Quot.sound]
```

## How the file follows the calculation

`wave_mul` adds indices, and `cos_mul_wave` uses it to obtain the shift by one. `wave_hasDerivAt` differentiates a plane wave. From these, `response_derivatives` establishes both derivatives of $f_m$: `omega` shows that the denominators are nonzero, and `linear_combination` uses $i^2=-1$ and cancels them. The main theorem can then evaluate `deriv` twice.

`wave_overlap` proves orthonormality by separating $k=j$ from $k\ne j$, where the exponential returns to 1 after a full turn. `periodMean_linear` splits the mean of a sum, with continuity supplying integrability. In `secondOrder_eq` the integrand is expanded into four products of waves, and each mean becomes a Kronecker delta, written as an `if`.

The remaining results specialise this formula. `rotor_field_response` sets $k=m$ and combines the fractions; `opposite_uncoupled` uses `omega` to exclude all index matches; `doublet_splitting` computes the four entries and checks the two eigenvector equations component by component.
